# Pauli strings on n qubits are orthonormal in the normalised Hilbert-Schmidt product

A Pauli string on n qubits is a tensor product of one letter per qubit, each letter being the identity or one of the Pauli matrices X, Y, Z, with no extra phase. The lemma `pauliCoeff_pauliString` states that for two such strings Q and P the coefficient tr(Q†P)/2ⁿ is 1 if the strings are equal and 0 otherwise, for every finite n. The attempt first tabulates the one-qubit traces tr(a†b), which are 2 for equal letters and 0 for different ones, and then writes the n-qubit trace as a product of these. If the strings agree, the product is 2ⁿ and the division gives 1; if they differ at some qubit, that factor is 0 and so is the product.

As first written in Lean, the proof fails:

```lean
import Mathlib

open Matrix

namespace PauliCoeffPauliString

/-- The four one-qubit Pauli letters. -/
inductive Pauli
  | I | X | Y | Z
  deriving DecidableEq

instance : Fintype Pauli :=
  ⟨{Pauli.I, Pauli.X, Pauli.Y, Pauli.Z}, fun a => by cases a <;> simp⟩

noncomputable section

/-- The 2 by 2 matrix of a Pauli letter. -/
def Pauli.mat : Pauli → Matrix (Fin 2) (Fin 2) ℂ
  | .I => 1
  | .X => !![0, 1; 1, 0]
  | .Y => !![0, -Complex.I; Complex.I, 0]
  | .Z => !![1, 0; 0, -1]

variable {n : ℕ}

/-- The tensor product of one-qubit matrices, acting on `n` qubits. -/
def tensor (M : Fin n → Matrix (Fin 2) (Fin 2) ℂ) :
    Matrix (Fin n → Fin 2) (Fin n → Fin 2) ℂ :=
  Matrix.of fun s t => ∏ i, M i (s i) (t i)

/-- The operator of a Pauli string. -/
def pauliString (P : Fin n → Pauli) : Matrix (Fin n → Fin 2) (Fin n → Fin 2) ℂ :=
  tensor fun i => (P i).mat

/-- The coefficient `tr(P† A) / 2^n` of the Pauli string `P` in `A`, linear in `A`. -/
def pauliCoeff (P : Fin n → Pauli) : Matrix (Fin n → Fin 2) (Fin n → Fin 2) ℂ →ₗ[ℂ] ℂ where
  toFun A := trace ((pauliString P)ᴴ * A) / 2 ^ n
  map_add' A B := by simp [mul_add, add_div]
  map_smul' c A := by simp [mul_div_assoc]

/-- The adjoint of one product operator times another is taken qubit by qubit. -/
theorem tensor_adjoint_mul (M N : Fin n → Matrix (Fin 2) (Fin 2) ℂ) :
    (tensor M)ᴴ * tensor N = tensor fun i => (M i)ᴴ * N i := by
  ext s t
  simp only [tensor, Matrix.mul_apply, Matrix.conjTranspose_apply, Matrix.of_apply, star_prod,
    Finset.prod_univ_sum, Fintype.piFinset_univ, Finset.prod_mul_distrib]

/-- Pauli strings are orthonormal in the normalised Hilbert-Schmidt product. -/
theorem pauliCoeff_pauliString (Q P : Fin n → Pauli) :
    pauliCoeff Q (pauliString P) = if Q = P then 1 else 0 := by
  have htr : ∀ a b : Pauli, trace (a.matᴴ * b.mat) = if a = b then (2 : ℂ) else 0 := by
    intro a b
    cases a <;> cases b <;>
      norm_num [Pauli.mat, Matrix.trace_fin_two, Matrix.mul_apply, Fin.sum_univ_two]
  have hprod : trace ((pauliString Q)ᴴ * pauliString P)
      = ∏ i, if Q i = P i then (2 : ℂ) else 0 := by
    rw [pauliString, pauliString, tensor_adjoint_mul]
    simp only [← htr]
    simp only [Matrix.trace, Matrix.diag_apply, tensor, Matrix.of_apply,
      Finset.prod_univ_sum, Fintype.piFinset_univ]
  change trace ((pauliString Q)ᴴ * pauliString P) / 2 ^ n = _
  rw [hprod]
  by_cases h : Q = P
  · subst h
    simp
  · obtain ⟨i, hi⟩ := Function.ne_iff.mp h
    have hz : ∏ i, (if Q i = P i then (2 : ℂ) else 0) = 0 :=
      Finset.prod_eq_zero (Finset.mem_univ i) (if_neg hi)
    rw [hz, if_neg h, zero_div]

end

end PauliCoeffPauliString
```

The error:

```
Main.lean:51:85: error: unsolved goals
case I.X
n : ℕ
Q P : Fin n → Pauli
⊢ ¬Pauli.I = Pauli.X

case I.Y
n : ℕ
Q P : Fin n → Pauli
⊢ ¬Pauli.I = Pauli.Y

case I.Z
n : ℕ
Q P : Fin n → Pauli
⊢ ¬Pauli.I = Pauli.Z

case X.I
n : ℕ
Q P : Fin n → Pauli
⊢ ¬Pauli.X = Pauli.I

case X.Y
n : ℕ
Q P : Fin n → Pauli
⊢ ¬Pauli.X = Pauli.Y

case X.Z
n : ℕ
Q P : Fin n → Pauli
⊢ ¬Pauli.X = Pauli.Z

case Y.I
n : ℕ
Q P : Fin n → Pauli
⊢ ¬Pauli.Y = Pauli.I

case Y.X
n : ℕ
Q P : Fin n → Pauli
⊢ ¬Pauli.Y = Pauli.X

case Y.Z
n : ℕ
Q P : Fin n → Pauli
⊢ ¬Pauli.Y = Pauli.Z

case Z.I
n : ℕ
Q P : Fin n → Pauli
⊢ ¬Pauli.Z = Pauli.I

case Z.X
n : ℕ
Q P : Fin n → Pauli
⊢ ¬Pauli.Z = Pauli.X

case Z.Y
n : ℕ
Q P : Fin n → Pauli
⊢ ¬Pauli.Z = Pauli.Y
```

Diagnosis. The single error is in `htr`, the table of one-qubit traces. Splitting on both letters gives sixteen cases, and the twelve with different letters stay open. In each of them `norm_num` has dealt with the matrices and the trace, and what remains is only that two letters differ, for instance `¬Pauli.I = Pauli.X`.

This is true because `Pauli.I` and `Pauli.X` are distinct constructors of an inductive type. `simp` refutes such an equation with the simplification procedure `reduceCtorEq`, but `norm_num` does not run `simp`'s default simplification procedures, so it stops there. The matrix lemmas it was given say nothing about equality of letters.

The repair adds `<;> simp`, which runs `simp` on every goal that `norm_num` leaves and so closes all twelve. The four cases with equal letters were already closed and leave it nothing to do. The rest of the proof is unchanged.

As a diff, the version that Lean accepts:

```diff
@@ -52,5 +52,5 @@
     intro a b
     cases a <;> cases b <;>
-      norm_num [Pauli.mat, Matrix.trace_fin_two, Matrix.mul_apply, Fin.sum_univ_two]
+      norm_num [Pauli.mat, Matrix.trace_fin_two, Matrix.mul_apply, Fin.sum_univ_two] <;> simp
   have hprod : trace ((pauliString Q)ᴴ * pauliString P)
       = ∏ i, if Q i = P i then (2 : ℂ) else 0 := by
```
